# In a stable two-mode harmonic model, the slow frequency of a coupled centroid lies below its adiabatic value and tends to it as the second mode's mass vanishes

A slow frequency can be specified by a root formula or by the equations of motion. Here it is specified by the equations of motion: the slow squared frequency is the smallest number z for which the coupled amplitude equations have a nonzero solution. The closed formula is then derived, and the word "slow" has a meaning at every positive mass, even where the two time scales are not well separated.

## The bound, the limit and the leading mass correction

A centroid coordinate x of unit mass and a second mode y of mass u > 0 share the potential

V(x, y) = a x²/2 + c x y + b y²/2.

The constants satisfy b > 0, c ≠ 0 and ab > c². The last condition, together with b > 0, says that V has a strict minimum at the origin, so both modes oscillate; it also forces a > 0. The constant c sets the coupling: a unit displacement of one mode exerts a force −c on the other. This bilinear coupling is a simplification. In a ring polymer whose beads all rest at the same minimum of the external potential, the quadratic terms leave the centroid uncoupled from the internal modes, and anharmonicity couples them only from third order on.

Write A = a − c²/b for the adiabatic force constant and z(u) for the slow squared frequency. Then, for every u > 0,

0 < z(u) < A,

and as u → 0 from above,

z(u) → A and (A − z(u))/u → c²A/b².

With the centroid mass set to one, u is the ratio of the two masses, and A is both a force constant and a squared frequency.

## Choosing the light mass in an adiabatic centroid run

Adiabatic centroid molecular dynamics gives the internal modes of the ring polymer small masses, so that they move quickly and the centroid feels their averaged force. In this two-mode harmonic model, the result gives the sign and the leading size of the frequency error caused by a mass that is small but not zero: the slow line is shifted to the red, and for small u the shift of the squared frequency is proportional to u. If the integrator of such a code is tested on the forces of this model, without a thermostat and with a time-step error that is negligible compared with this shift, the slow squared frequency should therefore approach A from below as u is reduced.

The correction has a simple reading. A light mode that follows the centroid as y = −(c/b)x carries kinetic energy of its own, which adds u c²/b² to the centroid's effective mass.

## From the secular equation to the mass correction

**Adiabatic force constant.** Completing the square in y gives

V(x, y) = A x²/2 + (b/2)(y + c x/b)².

Since b > 0, the minimum over y at fixed x is A x²/2, reached at y = −c x/b.

**Secular equation.** The equations of motion are x″ = −a x − c y and u y″ = −c x − b y. For a normal mode with x″ = −z x and y″ = −z y, the amplitudes X and Y obey

(a − z)X + cY = 0,
cX + (b − uz)Y = 0.

A nonzero solution exists exactly when the determinant vanishes:

(a − z)(b − uz) = c².

**Slow root.** Expanding gives

u z² − (b + au) z + (ab − c²) = 0.

The discriminant is (b + au)² − 4u(ab − c²) = (b − au)² + 4uc², which is not negative. Let S(u) be its square root. The smaller root is

z(u) = (b + au − S(u))/(2u).

Multiplying numerator and denominator by b + au + S(u), and using (b + au)² − S(u)² = 4u(ab − c²), gives

z(u) = 2(ab − c²)/(b + au + S(u)).

Numerator and denominator are both positive, so z(u) > 0. The second form is also the better one to program: at small u the first subtracts two nearly equal numbers and divides the result by a small one.

**Strict bound.** Let P(z) = (a − z)(b − uz) − c². Since a − A = c²/b,

P(A) = (c²/b)(b − uA) − c² = −c²uA/b < 0.

P is a parabola that opens upward, so it is negative only between its roots. Hence A lies strictly above the smaller root, which means z(u) < A.

**Limit.** At u = 0 the square root is S(0) = b, and the second form of the root equals 2(ab − c²)/(2b) = A. Its denominator is continuous and nonzero there, so z(u) → A.

**Leading correction.** Because c ≠ 0, the secular equation makes b − u z(u) nonzero, and a − z(u) = c²/(b − u z(u)). Subtracting c²/b from both sides gives

A − z(u) = c²/(b − u z(u)) − c²/b = c² u z(u)/(b(b − u z(u))).

Dividing by u and letting u → 0 gives c²A/b².

## Lean source for the two-mode model

```lean
import Mathlib

open Filter Topology

namespace AdiabaticCentroid

noncomputable section

/-- Harmonic potential of a centroid `x` coupled bilinearly, with strength `c`, to a mode `y`. -/
def potential (a b c x y : ℝ) : ℝ := a / 2 * x ^ 2 + c * x * y + b / 2 * y ^ 2

/-- Squared normal-mode frequencies of a unit-mass centroid coupled to a mode of mass `u`:
the values `z` for which the equations of motion `x'' = -a x - c y`, `u y'' = -c x - b y`
admit nonzero amplitudes `(X, Y)` with `x'' = -z x` and `y'' = -z y`. -/
def squaredFrequencies (a b c u : ℝ) : Set ℝ :=
  {z | ∃ X Y : ℝ, (X ≠ 0 ∨ Y ≠ 0) ∧ a * X + c * Y = z * X ∧ c * X + b * Y = u * z * Y}

/-- Closed form of the slow squared frequency, used for `b > 0`, `a b > c ^ 2` and `u ≥ 0`,
where the denominator is positive. -/
def slowSq (a b c u : ℝ) : ℝ :=
  2 * (a * b - c ^ 2) / (b + a * u + √((b - a * u) ^ 2 + 4 * u * c ^ 2))

/-- For `b > 0`, minimising the potential over the mode `y` at fixed centroid `x` leaves a
harmonic potential with force constant `a - c ^ 2 / b`. -/
theorem adiabatic_potential {a b c : ℝ} (hb : 0 < b) (x : ℝ) :
    IsLeast (Set.range fun y => potential a b c x y) ((a - c ^ 2 / b) / 2 * x ^ 2) := by
  obtain ⟨q, rfl⟩ : ∃ q, c = q * b := ⟨c / b, (div_mul_cancel₀ c hb.ne').symm⟩
  have hq : (q * b) ^ 2 / b = q ^ 2 * b := by
    rw [div_eq_iff hb.ne']
    ring
  rw [hq]
  constructor
  · -- the light mode sits at its instantaneous equilibrium
    refine ⟨-(q * x), ?_⟩
    simp only [potential]
    ring
  · rintro _ ⟨y, rfl⟩
    simp only [potential]
    nlinarith [mul_nonneg hb.le (sq_nonneg (y + q * x))]

/-- The squared normal-mode frequencies are exactly the roots of the secular equation
`(a - z) (b - u z) = c ^ 2`. -/
theorem mem_squaredFrequencies_iff {a b c u z : ℝ} :
    z ∈ squaredFrequencies a b c u ↔ (a - z) * (b - u * z) = c ^ 2 := by
  constructor
  · rintro ⟨X, Y, hXY, h1, h2⟩
    rcases hXY with hX | hY
    · apply mul_right_cancel₀ hX
      linear_combination (b - u * z) * h1 - c * h2
    · apply mul_right_cancel₀ hY
      linear_combination (a - z) * h2 - c * h1
  · intro h
    by_cases hc : c = 0
    · subst hc
      have h' : (a - z) * (b - u * z) = 0 := by linear_combination h
      rcases mul_eq_zero.1 h' with h1 | h1
      · exact ⟨1, 0, Or.inl one_ne_zero, by linear_combination h1, by ring⟩
      · exact ⟨0, 1, Or.inr one_ne_zero, by ring, by linear_combination h1⟩
    · exact ⟨c, z - a, Or.inl hc, by ring, by linear_combination -h⟩

/-- For `b > 0`, `a b > c ^ 2` and mass `u > 0`, the closed form is positive, solves the secular
equation, and does not exceed the midpoint `(b + a u) / (2 u)` of the two roots. -/
theorem slowSq_spec {a b c u : ℝ} (hb : 0 < b) (hab : c ^ 2 < a * b) (hu : 0 < u) :
    0 < slowSq a b c u ∧
      (a - slowSq a b c u) * (b - u * slowSq a b c u) = c ^ 2 ∧
      2 * u * slowSq a b c u ≤ b + a * u := by
  have ha : 0 < a := by
    by_contra h
    nlinarith [sq_nonneg c, mul_nonneg (neg_nonneg.2 (not_lt.1 h)) hb.le]
  have hD : 0 ≤ (b - a * u) ^ 2 + 4 * u * c ^ 2 := by positivity
  have hs := Real.sq_sqrt hD
  have hs0 := Real.sqrt_nonneg ((b - a * u) ^ 2 + 4 * u * c ^ 2)
  have hN : 0 < b + a * u + √((b - a * u) ^ 2 + 4 * u * c ^ 2) := by positivity
  have hz : slowSq a b c u * (b + a * u + √((b - a * u) ^ 2 + 4 * u * c ^ 2))
      = 2 * (a * b - c ^ 2) := by
    unfold slowSq
    exact div_mul_cancel₀ _ hN.ne'
  have hpos : 0 < slowSq a b c u := by
    unfold slowSq
    exact div_pos (by linarith) hN
  -- the usual quadratic formula with the minus sign
  have hmid : 2 * u * slowSq a b c u
      = b + a * u - √((b - a * u) ^ 2 + 4 * u * c ^ 2) := by
    apply mul_right_cancel₀ hN.ne'
    linear_combination 2 * u * hz + hs
  refine ⟨hpos, ?_, by linarith⟩
  apply mul_right_cancel₀ hN.ne'
  linear_combination (u * slowSq a b c u - (b + a * u)) * hz + (a * b - c ^ 2) * hmid

/-- For `b > 0`, `a b > c ^ 2` and mass `u > 0`, the closed form is the smallest squared
normal-mode frequency. -/
theorem slowSq_isLeast {a b c u : ℝ} (hb : 0 < b) (hab : c ^ 2 < a * b) (hu : 0 < u) :
    IsLeast (squaredFrequencies a b c u) (slowSq a b c u) := by
  obtain ⟨-, hz, hmid⟩ := slowSq_spec hb hab hu
  refine ⟨mem_squaredFrequencies_iff.2 hz, fun w hw => ?_⟩
  rw [mem_squaredFrequencies_iff] at hw
  by_contra h
  have h' : 0 < slowSq a b c u - w := sub_pos.2 (not_le.1 h)
  -- two distinct roots add up to twice the midpoint, so both cannot lie below it
  have h0 : (slowSq a b c u - w) * (b + a * u - u * (w + slowSq a b c u)) = 0 := by
    linear_combination hw - hz
  have h1 : 0 < b + a * u - u * (w + slowSq a b c u) := by nlinarith [mul_pos hu h']
  exact (mul_pos h' h1).ne' h0

/-- Adiabatic limit: for `b > 0`, `c ≠ 0` and `a b > c ^ 2`, the slow squared frequency `z u` is
positive and strictly below `a - c ^ 2 / b` at every mass `u > 0` of the coupled mode, and tends
to this value as `u` tends to zero from above. -/
theorem slow_frequency_adiabatic {a b c : ℝ} (hb : 0 < b) (hc : c ≠ 0) (hab : c ^ 2 < a * b)
    {z : ℝ → ℝ} (hz : ∀ u, 0 < u → IsLeast (squaredFrequencies a b c u) (z u)) :
    (∀ u, 0 < u → 0 < z u ∧ z u < a - c ^ 2 / b) ∧
      Tendsto z (𝓝[>] 0) (𝓝 (a - c ^ 2 / b)) := by
  have heq : ∀ u, 0 < u → slowSq a b c u = z u := fun u hu =>
    (slowSq_isLeast hb hab hu).unique (hz u hu)
  have hq : c ^ 2 / b * b = c ^ 2 := div_mul_cancel₀ _ hb.ne'
  constructor
  · intro u hu
    obtain ⟨hpos, hsec, hmid⟩ := slowSq_spec hb hab hu
    rw [heq u hu] at hpos hsec hmid
    refine ⟨hpos, ?_⟩
    have hq0 : 0 < c ^ 2 / b := by positivity
    have hA : 0 < a - c ^ 2 / b := sub_pos.2 ((div_lt_iff₀ hb).2 hab)
    generalize c ^ 2 / b = q at hq hq0 hA ⊢
    by_contra h
    have h' : 0 ≤ z u - (a - q) := sub_nonneg.2 (not_lt.1 h)
    -- the secular polynomial is negative at the adiabatic value
    have h1 : 0 ≤ (z u - (a - q)) * (b + a * u - u * (z u + (a - q))) :=
      mul_nonneg h' (by nlinarith [mul_nonneg hu.le h'])
    have h2 : (z u - (a - q)) * (b + a * u - u * (z u + (a - q))) = -(q * u * (a - q)) := by
      linear_combination hq - hsec
    have h3 : 0 < q * u * (a - q) := mul_pos (mul_pos hq0 hu) hA
    linarith
  · -- the closed form is continuous at zero mass
    have hs : √((b - a * 0) ^ 2 + 4 * 0 * c ^ 2) = b := by
      rw [show (b - a * 0) ^ 2 + 4 * 0 * c ^ 2 = b ^ 2 by ring, Real.sqrt_sq hb.le]
    have hden : b + a * 0 + √((b - a * 0) ^ 2 + 4 * 0 * c ^ 2) ≠ 0 := by
      rw [hs, mul_zero, add_zero]
      positivity
    have h0 : slowSq a b c 0 = a - c ^ 2 / b := by
      unfold slowSq
      rw [div_eq_iff hden, hs]
      linear_combination 2 * hq
    have hcont : ContinuousAt (slowSq a b c) 0 := by
      unfold slowSq
      exact ContinuousAt.div (by fun_prop) (by fun_prop) hden
    have ht : Tendsto (slowSq a b c) (𝓝[>] 0) (𝓝 (a - c ^ 2 / b)) := by
      rw [← h0]
      exact hcont.tendsto.mono_left nhdsWithin_le_nhds
    refine ht.congr' ?_
    filter_upwards [self_mem_nhdsWithin] with u hu
    exact heq u hu

/-- Leading mass correction: for `b > 0`, `c ≠ 0` and `a b > c ^ 2`, the slow squared frequency
falls below its adiabatic value by an amount which, divided by the mass `u`, tends to
`c ^ 2 (a - c ^ 2 / b) / b ^ 2` as `u` tends to zero from above. -/
theorem slow_frequency_shift {a b c : ℝ} (hb : 0 < b) (hc : c ≠ 0) (hab : c ^ 2 < a * b)
    {z : ℝ → ℝ} (hz : ∀ u, 0 < u → IsLeast (squaredFrequencies a b c u) (z u)) :
    Tendsto (fun u => (a - c ^ 2 / b - z u) / u) (𝓝[>] 0)
      (𝓝 (c ^ 2 * (a - c ^ 2 / b) / b ^ 2)) := by
  have ht := (slow_frequency_adiabatic hb hc hab hz).2
  have hq : c ^ 2 / b * b = c ^ 2 := div_mul_cancel₀ _ hb.ne'
  have hid : Tendsto (fun u : ℝ => u) (𝓝[>] 0) (𝓝 0) :=
    tendsto_id.mono_left nhdsWithin_le_nhds
  have hden : Tendsto (fun u => b * (b - u * z u)) (𝓝[>] 0) (𝓝 (b ^ 2)) := by
    have h := (tendsto_const_nhds (x := b)).mul
      ((tendsto_const_nhds (x := b)).sub (hid.mul ht))
    rw [zero_mul, sub_zero, ← pow_two] at h
    exact h
  have hl : Tendsto (fun u => c ^ 2 * z u / (b * (b - u * z u))) (𝓝[>] 0)
      (𝓝 (c ^ 2 * (a - c ^ 2 / b) / b ^ 2)) :=
    (ht.const_mul (c ^ 2)).div hden (pow_ne_zero 2 hb.ne')
  refine hl.congr' ?_
  filter_upwards [self_mem_nhdsWithin] with u hu
  have hu' : 0 < u := hu
  have hsec := mem_squaredFrequencies_iff.1 (hz u hu').1
  have hne : b - u * z u ≠ 0 := by
    intro h
    rw [h, mul_zero] at hsec
    exact pow_ne_zero 2 hc hsec.symm
  -- the secular equation gives the shift exactly at finite mass
  symm
  rw [div_eq_div_iff hu'.ne' (mul_ne_zero hb.ne' hne)]
  linear_combination b * hsec - (b - u * z u) * hq

end

end AdiabaticCentroid
```

```lean
#print axioms AdiabaticCentroid.adiabatic_potential
-- 'AdiabaticCentroid.adiabatic_potential' depends on axioms: [propext, Classical.choice, Quot.sound]
#print axioms AdiabaticCentroid.slow_frequency_adiabatic
-- 'AdiabaticCentroid.slow_frequency_adiabatic' depends on axioms: [propext, Classical.choice, Quot.sound]
#print axioms AdiabaticCentroid.slow_frequency_shift
-- 'AdiabaticCentroid.slow_frequency_shift' depends on axioms: [propext, Classical.choice, Quot.sound]
```

## How the Lean statements describe the two modes

`potential a b c x y` is V. The set `squaredFrequencies a b c u` contains every real z for which real amplitudes X and Y, not both zero, satisfy the two amplitude equations. Its definition contains neither a determinant nor a root formula.

`IsLeast` says that a number belongs to a set and is no larger than any other member. In `adiabatic_potential` the set consists of the values of V at fixed x as y varies, so the theorem says that the minimum is attained and equals A x²/2. This needs only b > 0.

In the two final theorems, `z` is a function from reals to reals, and the hypothesis `hz` says that `z u` is the least squared frequency whenever u > 0. Nothing is required of `z` at zero or negative mass. Such a function exists, because `slowSq_isLeast` shows that `slowSq` is one. The notation `𝓝[>] 0` expresses the approach to zero through positive masses.

`slow_frequency_adiabatic` states positivity, the strict bound and the limit. `slow_frequency_shift` states the limit of (A − z(u))/u.

## The algebra behind each lemma

`mem_squaredFrequencies_iff` is the determinant condition. From a nonzero amplitude, the proof combines the two equations and cancels that amplitude. In the other direction, for c ≠ 0, it supplies the amplitudes (c, z − a). With N = √(c² + u(z − a)²), the mass-weighted normalised mode is X = c/N, Y = (z − a)/N, so that X² + uY² = 1. The case c = 0 is handled by motion along a single coordinate.

`slowSq_spec` starts from the second form of the root, whose denominator stays positive at u = 0. Its step `hmid` recovers the quadratic formula with the minus sign, which also places the root at or below the midpoint of the two roots. The `linear_combination` calls check the polynomial identities.

`slowSq_isLeast` then rules out a smaller frequency w. Subtracting the two secular equations gives

(z − w)(b + au − u(w + z)) = 0.

If w < z, the first factor is positive, and the midpoint bound makes the second positive too, which is a contradiction.

The strict bound in `slow_frequency_adiabatic` puts the parabola argument in algebraic form. If z(u) were at least A, the product

(z(u) − A)(b + au − u(z(u) + A))

would be nonnegative, but the secular equation makes it equal to P(A), which is negative. For the limit, the proof evaluates `slowSq` at zero mass, uses its continuity there, and transfers the result to `z`, since least elements are unique.

`slow_frequency_shift` proves the finite-mass formula for (A − z(u))/u from the secular equation, then takes the limit of its right-hand side.

## Frequencies are covered, trajectories are not

The bound holds at every positive mass, not only at small ones. The correction is a limit: the theorem does not say how small u must be for the linear estimate to reach a given accuracy. At large u the slow mode may consist mostly of y, so z(u) should not then be read as a centroid frequency.

The model has one light mode, a harmonic potential and no thermostat. The constants a, b and c are given, not derived from a ring-polymer Hamiltonian or an electronic-structure calculation. Time-step errors, rounding and sampling do not enter, and neither does the quality of centroid dynamics as an approximation to quantum dynamics.

The uncoupled case shows what c ≠ 0 contributes. If c = 0, the squared frequencies are a and b/u. For u ≤ b/a the smaller one is exactly a, which is also the adiabatic value. The limit survives, but at these masses the strict inequality becomes an equality.

The same quadratic also yields the fast squared frequency Z(u), by a short argument that the file does not contain. The two roots add up to a + b/u, so Z(u) = a + b/u − z(u). The bound on z(u) then gives

Z(u) > b/u + c²/b,

and the limit gives Z(u) − b/u → c²/b. In this model, dividing the light mass by four roughly doubles the fast frequency once u is small, and an integrator that resolves the light mode needs a time step about half as long. The error in the slow squared frequency falls by about a factor of four in return.
